# For T > 0, the absolute difference between two distinct solutions of the Boys recurrence grows from order n to n+1 exactly when 2T < 2n+1

The Boys recurrence, (2m+1) u_m = 2T u_(m+1) + exp(-T), links neighbouring orders of the Boys functions used in Gaussian-orbital integrals. The theorem takes a real T > 0 and any two real sequences that obey the recurrence exactly at every order and differ at order zero. It says that their absolute difference is strictly larger at order n+1 than at order n if and only if 2T < 2n+1; fresh rounding errors at each step are not modelled. The proof first shows that the difference at order n is not zero, then seeks the identity 2T |u_(n+1) - v_(n+1)| = (2n+1) |u_n - v_n|, from which the comparison follows.

This version doesn't compile in Lean 4 with Mathlib:

```lean
import Mathlib

open Filter Finset

namespace BoysUpwardRecursion

noncomputable section

/-- The sequence `u` obeys the Boys recurrence `(2m+1) u_m = 2T u_(m+1) + exp(-T)`. -/
def ObeysRecurrence (T : ℝ) (u : ℕ → ℝ) : Prop :=
  ∀ m : ℕ, (2 * (m : ℝ) + 1) * u m = 2 * T * u (m + 1) + Real.exp (-T)

/-- The product of the first `n` odd numbers, written `(2n-1)!!`. -/
def oddFact (n : ℕ) : ℝ := ∏ k ∈ range n, (2 * (k : ℝ) + 1)

lemma oddFact_succ (n : ℕ) : oddFact (n + 1) = oddFact n * (2 * (n : ℝ) + 1) := by
  simp only [oddFact, prod_range_succ]

lemma oddFact_pos (n : ℕ) : 0 < oddFact n :=
  prod_pos fun k _ => by positivity

/-- The difference of two solutions at order `n`, times `(2T)^n`, is `(2n-1)!!` times
their difference at order zero. -/
theorem error_propagation {T : ℝ} {u v : ℕ → ℝ} (hu : ObeysRecurrence T u)
    (hv : ObeysRecurrence T v) (n : ℕ) :
    (2 * T) ^ n * (u n - v n) = oddFact n * (u 0 - v 0) := by
  induction n with
  | zero => simp [oddFact]
  | succ n ih =>
    rw [oddFact_succ, pow_succ]
    -- the inhomogeneous term exp(-T) cancels between the two solutions
    linear_combination (2 * (n : ℝ) + 1) * ih - (2 * T) ^ n * (hu n - hv n)

/-- For `T > 0` and two solutions with different starting values, the absolute difference grows in
the step from order `n` to `n+1` exactly when `2T < 2n+1`. -/
theorem error_grows_iff {T : ℝ} (hT : 0 < T) {u v : ℕ → ℝ}
    (hu : ObeysRecurrence T u) (hv : ObeysRecurrence T v) (h0 : u 0 ≠ v 0) (n : ℕ) :
    |u n - v n| < |u (n + 1) - v (n + 1)| ↔ 2 * T < 2 * (n : ℝ) + 1 := by
  have hne : u n - v n ≠ 0 := by
    intro h
    have he := error_propagation hu hv n
    rw [h, mul_zero] at he
    exact mul_ne_zero (oddFact_pos n).ne' (sub_ne_zero.2 h0) he.symm
  have hd : 0 < |u n - v n| := abs_pos.2 hne
  have hstep : 2 * T * |u (n + 1) - v (n + 1)| = (2 * (n : ℝ) + 1) * |u n - v n| := by
    rw [← abs_of_pos (by positivity : 0 < 2 * T), ← abs_mul,
      ← abs_of_pos (by positivity : 0 < 2 * (n : ℝ) + 1), ← abs_mul,
      abs_of_pos (by positivity : 0 < 2 * T),
      abs_of_pos (by positivity : 0 < 2 * (n : ℝ) + 1)]
    congr 1
    linear_combination hv n - hu n
  have h2T : 0 < 2 * T := by positivity
  rw [← mul_lt_mul_iff_right₀ h2T, hstep]
  exact ⟨fun h => lt_of_mul_lt_mul_right h hd.le, fun h => mul_lt_mul_of_pos_right h hd⟩

end

end BoysUpwardRecursion
```

Messages:

```
Main.lean:48:6: error: Tactic `rewrite` failed: Did not find an occurrence of the pattern
  |2 * T|
in the target expression
  |2 * T * (u (n + 1) - v (n + 1))| = |(2 * ↑n + 1) * (u n - v n)|

T : ℝ
hT : 0 < T
u v : ℕ → ℝ
hu : ObeysRecurrence T u
hv : ObeysRecurrence T v
h0 : u 0 ≠ v 0
n : ℕ
hne : u n - v n ≠ 0
hd : 0 < |u n - v n|
⊢ |2 * T * (u (n + 1) - v (n + 1))| = |(2 * ↑n + 1) * (u n - v n)|
```

The error arises in the proof of `hstep`. The first four rewrites put the positive factors `2 * T` and `2 * (n : ℝ) + 1` inside absolute values, then use `← abs_mul` to merge each product into a single absolute value. The next rewrite, `abs_of_pos`, looks for `|2 * T|` in order to remove its bars. That term is no longer there: `2 * T` is now only a factor inside `|2 * T * (u (n + 1) - v (n + 1))|`, so `rw` fails.

The repair deletes this rewrite and the one after it, which sought `|2 * (n : ℝ) + 1|`, likewise absorbed into a product. Neither is needed, since the goal is already an equality of two absolute values. It is enough to prove their contents equal, which `linear_combination` does by subtracting the two recurrences, so that `exp(-T)` cancels. Writing this step with `congrArg abs` in place of `congr 1` is mere tidying: the argument is the same, and the message reports no fault in `congr 1`.

Fix (accepted with no message):

```diff
@@ -45,9 +45,6 @@
   have hstep : 2 * T * |u (n + 1) - v (n + 1)| = (2 * (n : ℝ) + 1) * |u n - v n| := by
     rw [← abs_of_pos (by positivity : 0 < 2 * T), ← abs_mul,
-      ← abs_of_pos (by positivity : 0 < 2 * (n : ℝ) + 1), ← abs_mul,
-      abs_of_pos (by positivity : 0 < 2 * T),
-      abs_of_pos (by positivity : 0 < 2 * (n : ℝ) + 1)]
-    congr 1
-    linear_combination hv n - hu n
+      ← abs_of_pos (by positivity : 0 < 2 * (n : ℝ) + 1), ← abs_mul]
+    exact congrArg abs (by linear_combination hv n - hu n)
   have h2T : 0 < 2 * T := by positivity
   rw [← mul_lt_mul_iff_right₀ h2T, hstep]
```
